# An entropy bound on the fraction of Ising configurations with large magnetisation

Take $N$ Ising spins with values $\pm1$ and a threshold $0\le m\le 1$. Of the $2^N$ configurations, the fraction $F_N(m)$ whose spin sum is at least $Nm$ satisfies

$$
F_N(m)\le e^{-N I(m)},\qquad
I(m)=\tfrac12\big[(1+m)\log(1+m)+(1-m)\log(1-m)\big],
$$

with $0\log 0=0$. At $m=1$ the two sides are equal. For $-1<m<1$, $I(m)$ is also the largest value of $hm-\log\cosh h$ over all real $h$, which makes it the Legendre transform of $\log\cosh$. Here $h$ is the reduced field: a spin $s=\pm1$ has the magnetic energy $-hs\,k_BT$.

The function $I$ is called the rate function, where "rate" refers to decay with system size, not with time. The mixing entropy per spin at magnetisation $m$, in units of $k_B$, is $\log 2-I(m)$, so $I(m)$ is the entropy given up by magnetising the spins.

## Rare magnetisations in uniform sampling and density-of-states runs

A program that draws configurations of many spins uniformly, as at infinite temperature, rarely reaches large magnetisations, and the bound limits how often it does. For $N=100$ and $m=0.5$, $I(m)\approx0.131$ and the bound is about $2\times10^{-6}$. A million uniform draws therefore give on average no more than about two configurations with spin sum 50 or more. The exact average is smaller, about 0.3.

The bound also constrains an estimated density of states in the magnetisation. Once the estimate is normalised to $2^N$ configurations, its sum over spin sums $M\ge Nm$, divided by $2^N$, should not exceed $e^{-NI(m)}$ by more than the statistical uncertainty. This holds whatever the couplings, because it concerns numbers of configurations and not their Boltzmann weights. The exact number of configurations at an attainable spin sum $M$ is the binomial coefficient $\binom{N}{(N+M)/2}$, and comparing with it is a stricter test. For large $N$ both comparisons should be made between logarithms, since the numbers of configurations can overflow and the exponential can underflow.

## From free spins in a field to the entropy

Write $s_i=\pm1$ for the spins and $M=\sum_i s_i$ for their sum. The partition function of free spins in a field $h$ factorises:

$$
\sum_{\text{configurations}}e^{hM}=\prod_{i=1}^{N}\big(e^{h}+e^{-h}\big)=(2\cosh h)^N .
$$

**A bound for each field.** Let $h\ge0$. Every configuration with $M\ge Nm$ has weight $e^{hM}\ge e^{hNm}$. There are $2^NF_N(m)$ of them, and the remaining weights are positive, so

$$
2^N F_N(m)\,e^{hNm}\le(2\cosh h)^N,
\qquad\text{hence}\qquad
F_N(m)\le e^{-N(hm-\log\cosh h)} .
$$

**The value at the matching field.** Put $t=\tanh h$ and $L=\log\cosh h$. Since $1\pm t=e^{\pm h}/\cosh h$, we have $\log(1\pm t)=\pm h-L$, and

$$
I(t)=\tfrac12\big[(1+t)(h-L)+(1-t)(-h-L)\big]=ht-L .
$$

**Other fields give less.** Let $-1<m<1$ and $t\ne m$. The inequality $\log x<x-1$ for positive $x\ne1$, applied to $x=(1+t)/(1+m)$ and multiplied by $1+m$, gives

$$
(1+m)\big[h-L-\log(1+m)\big]<t-m .
$$

In the same way $x=(1-t)/(1-m)$ gives

$$
(1-m)\big[-h-L-\log(1-m)\big]\le m-t .
$$

Adding the two lines yields $2hm-2L-2I(m)<0$, that is, $hm-\log\cosh h<I(m)$.

**The matching field exists.** For $-1<m<1$ take $h=\tfrac12[\log(1+m)-\log(1-m)]$. Then $e^{2h}=(1+m)/(1-m)$ and

$$
\tanh h=\frac{e^{2h}-1}{e^{2h}+1}=\frac{2m}{2}=m .
$$

The maximum is therefore attained and equals $I(m)$. If $m\ge0$, this field is non-negative, so the bound for each field applies to it and gives $F_N(m)\le e^{-NI(m)}$.

**The aligned endpoint.** At $m=1$ no finite field matches, and a direct count replaces the argument. One down spin already brings the sum below $N$, so only the configuration without down spins qualifies. The fraction is $2^{-N}$, and $I(1)=\log2$.

**A Gaussian version.** Comparing power series term by term gives $\cosh h\le e^{h^2/2}$, because $(2k)!\ge2^kk!$. With $h=m\ge0$ in the bound for each field, $m^2-\log\cosh m\ge m^2/2$, and so $F_N(m)\le e^{-Nm^2/2}$.

## The Lean source

```lean
import Mathlib

namespace IsingRateFunction

noncomputable section

/-- The value of an Ising spin: `+1` for up (`true`) and `-1` for down (`false`). -/
def spin (b : Bool) : ℝ := if b then 1 else -1

/-- The spin sum of a configuration of `N` Ising spins. -/
def spinSum {N : ℕ} (σ : Fin N → Bool) : ℝ := ∑ i, spin (σ i)

/-- The fraction of the `2 ^ N` configurations whose spin sum is at least `N m`. -/
def tailFraction (N : ℕ) (m : ℝ) : ℝ :=
  ((Finset.univ.filter fun σ : Fin N → Bool => (N : ℝ) * m ≤ spinSum σ).card : ℝ) / 2 ^ N

/-- The rate function `I(m) = ((1 + m) log (1 + m) + (1 - m) log (1 - m)) / 2`, for
magnetisations `-1 ≤ m ≤ 1` per spin and with `0 log 0 = 0`. -/
def rate (m : ℝ) : ℝ :=
  ((1 + m) * Real.log (1 + m) + (1 - m) * Real.log (1 - m)) / 2

/-- The partition function of `N` free spins in a reduced field `h` is `(2 cosh h) ^ N`. -/
theorem partition_function (N : ℕ) (h : ℝ) :
    ∑ σ : Fin N → Bool, Real.exp (h * spinSum σ) = (2 * Real.cosh h) ^ N := by
  have up : spin true = 1 := by simp [spin]
  have down : spin false = -1 := by simp [spin]
  have one_spin : 2 * Real.cosh h = ∑ b : Bool, Real.exp (h * spin b) := by
    rw [Fintype.sum_bool, Real.cosh_eq, up, down, mul_one, mul_neg_one]
    ring
  -- the Boltzmann weight is a product over the spins
  rw [one_spin, Fintype.sum_pow]
  refine Finset.sum_congr rfl fun σ _ => ?_
  rw [spinSum, Finset.mul_sum, Real.exp_sum]

/-- Every field `h ≥ 0` bounds the fraction of configurations with spin sum at least `N m`
by `exp (-N (h m - log cosh h))`. -/
theorem tail_le_of_field (N : ℕ) (m : ℝ) {h : ℝ} (hh : 0 ≤ h) :
    tailFraction N m ≤ Real.exp (-(N * (h * m - Real.log (Real.cosh h)))) := by
  -- each counted configuration has weight at least `exp (h N m)`
  have key : ((Finset.univ.filter fun σ : Fin N → Bool =>
      (N : ℝ) * m ≤ spinSum σ).card : ℝ) * Real.exp (h * (N * m))
      ≤ (2 * Real.cosh h) ^ N := by
    rw [← partition_function, ← nsmul_eq_mul, ← Finset.sum_const]
    refine (Finset.sum_le_sum fun σ hσ => Real.exp_le_exp.mpr
      (mul_le_mul_of_nonneg_left (Finset.mem_filter.mp hσ).2 hh)).trans ?_
    exact Finset.sum_le_sum_of_subset_of_nonneg (Finset.filter_subset _ _)
      (fun _ _ _ => (Real.exp_pos _).le)
  have e : Real.exp (-(N * (h * m - Real.log (Real.cosh h))))
      = Real.cosh h ^ N / Real.exp (h * (N * m)) := by
    rw [show -((N : ℝ) * (h * m - Real.log (Real.cosh h)))
      = N * Real.log (Real.cosh h) - h * (N * m) by ring,
      Real.exp_sub, Real.exp_nat_mul, Real.exp_log (Real.cosh_pos h)]
  rw [tailFraction, e, div_le_div_iff₀ (by positivity) (Real.exp_pos _)]
  rw [mul_pow] at key
  linarith

/-- In a field `h` a spin has `1 + tanh h = exp h / cosh h`. -/
theorem one_add_tanh (h : ℝ) : 1 + Real.tanh h = Real.exp h / Real.cosh h := by
  have hc := (Real.cosh_pos h).ne'
  rw [Real.tanh_eq_sinh_div_cosh, eq_div_iff hc, add_mul, div_mul_cancel₀ _ hc, one_mul,
    Real.cosh_add_sinh]

/-- At the magnetisation `tanh h` produced by a field `h`, the rate function equals
`h tanh h - log cosh h`. -/
theorem rate_tanh (h : ℝ) :
    rate (Real.tanh h) = h * Real.tanh h - Real.log (Real.cosh h) := by
  have hn := one_add_tanh (-h)
  rw [Real.tanh_neg, Real.cosh_neg, ← sub_eq_add_neg] at hn
  have hc := (Real.cosh_pos h).ne'
  have lp : Real.log (1 + Real.tanh h) = h - Real.log (Real.cosh h) := by
    rw [one_add_tanh, Real.log_div (Real.exp_pos _).ne' hc, Real.log_exp]
  have ln : Real.log (1 - Real.tanh h) = -h - Real.log (Real.cosh h) := by
    rw [hn, Real.log_div (Real.exp_pos _).ne' hc, Real.log_exp]
  rw [rate, lp, ln]
  ring

/-- For `-1 < m < 1`, a field `h` whose magnetisation `tanh h` differs from `m` gives a value
`h m - log cosh h` strictly below `I(m)`. -/
theorem field_lt_rate {m h : ℝ} (h₁ : -1 < m) (h₂ : m < 1) (hne : m ≠ Real.tanh h) :
    h * m - Real.log (Real.cosh h) < rate m := by
  have a : 0 < 1 + m := by linarith
  have b : 0 < 1 - m := by linarith
  have hc := Real.cosh_pos h
  have hn := one_add_tanh (-h)
  rw [Real.tanh_neg, Real.cosh_neg, ← sub_eq_add_neg] at hn
  have tp : 0 < 1 + Real.tanh h := by
    rw [one_add_tanh]
    exact div_pos (Real.exp_pos _) hc
  have tn : 0 < 1 - Real.tanh h := by
    rw [hn]
    exact div_pos (Real.exp_pos _) hc
  have lp : Real.log (1 + Real.tanh h) = h - Real.log (Real.cosh h) := by
    rw [one_add_tanh, Real.log_div (Real.exp_pos _).ne' hc.ne', Real.log_exp]
  have ln : Real.log (1 - Real.tanh h) = -h - Real.log (Real.cosh h) := by
    rw [hn, Real.log_div (Real.exp_pos _).ne' hc.ne', Real.log_exp]
  -- `log x < x - 1` for the ratio of up probabilities, `log x ≤ x - 1` for the down ones
  have hu := Real.log_lt_sub_one_of_pos (div_pos tp a) (by
    intro e
    rw [div_eq_one_iff_eq a.ne'] at e
    exact hne (by linarith))
  have hv := Real.log_le_sub_one_of_pos (div_pos tn b)
  rw [Real.log_div tp.ne' a.ne', lp] at hu
  rw [Real.log_div tn.ne' b.ne', ln] at hv
  have hu' := mul_lt_mul_of_pos_left hu a
  have hv' := mul_le_mul_of_nonneg_left hv b.le
  rw [mul_sub (1 + m) (_ / _) 1, mul_comm (1 + m) (_ / _), div_mul_cancel₀ _ a.ne'] at hu'
  rw [mul_sub (1 - m) (_ / _) 1, mul_comm (1 - m) (_ / _), div_mul_cancel₀ _ b.ne'] at hv'
  unfold rate
  linarith

/-- For `-1 < m < 1` the field `h = (log (1 + m) - log (1 - m)) / 2` produces the
magnetisation `m`. -/
theorem tanh_field {m : ℝ} (h₁ : -1 < m) (h₂ : m < 1) :
    Real.tanh ((Real.log (1 + m) - Real.log (1 - m)) / 2) = m := by
  have a : 0 < 1 + m := by linarith
  have b : 0 < 1 - m := by linarith
  set h := (Real.log (1 + m) - Real.log (1 - m)) / 2 with hdef
  have sq : Real.exp h * Real.exp h * (1 - m) = 1 + m := by
    rw [← Real.exp_add, show h + h = Real.log (1 + m) - Real.log (1 - m) by rw [hdef]; ring,
      Real.exp_sub, Real.exp_log a, Real.exp_log b, div_mul_cancel₀ _ b.ne']
  have inv : Real.exp h * Real.exp (-h) = 1 := by
    rw [← Real.exp_add, add_neg_cancel, Real.exp_zero]
  rw [Real.tanh_eq_sinh_div_cosh, div_eq_iff (Real.cosh_pos h).ne', Real.sinh_eq, Real.cosh_eq]
  linear_combination (Real.exp (-h) * sq - Real.exp h * (1 - m) * inv) / 2

/-- For `-1 < m < 1` the rate function is the Legendre transform of `log cosh`: `I(m)` is the
largest value of `h m - log cosh h` over all real fields `h`. -/
theorem rate_isGreatest {m : ℝ} (h₁ : -1 < m) (h₂ : m < 1) :
    IsGreatest (Set.range fun h : ℝ => h * m - Real.log (Real.cosh h)) (rate m) := by
  constructor
  · refine ⟨(Real.log (1 + m) - Real.log (1 - m)) / 2, ?_⟩
    have e := rate_tanh ((Real.log (1 + m) - Real.log (1 - m)) / 2)
    rw [tanh_field h₁ h₂] at e
    exact e.symm
  · rintro _ ⟨h, rfl⟩
    by_cases hm : m = Real.tanh h
    · rw [hm]
      exact (rate_tanh h).ge
    · exact (field_lt_rate h₁ h₂ hm).le

/-- At `m = 1` the fraction of configurations with spin sum at least `N` is exactly
`exp (-N I(1))`. -/
theorem tail_aligned (N : ℕ) : tailFraction N 1 = Real.exp (-(N * rate 1)) := by
  -- only the configuration with all spins up is counted
  have only : (Finset.univ.filter fun σ : Fin N → Bool => (N : ℝ) * 1 ≤ spinSum σ)
      = {fun _ => true} := by
    ext σ
    rw [Finset.mem_filter, Finset.mem_singleton]
    constructor
    · rintro ⟨_, hσ⟩
      funext j
      by_contra hj
      have hf : σ j = false := by simpa using hj
      have lt : spinSum σ < ∑ _i : Fin N, (1 : ℝ) := by
        refine Finset.sum_lt_sum (fun i _ => ?_) ⟨j, Finset.mem_univ j, ?_⟩
        · cases σ i <;> norm_num [spin]
        · rw [hf]
          norm_num [spin]
      have card : ∑ _i : Fin N, (1 : ℝ) = N := by simp
      linarith
    · rintro rfl
      exact ⟨Finset.mem_univ _, by simp [spinSum, spin]⟩
  have r : rate 1 = Real.log 2 := by
    rw [rate, sub_self, zero_mul, add_zero, one_add_one_eq_two]
    ring
  rw [tailFraction, only, r, Real.exp_neg, Real.exp_nat_mul, Real.exp_log two_pos,
    Finset.card_singleton, Nat.cast_one, one_div]

/-- Entropy as a rate function: for `0 ≤ m ≤ 1`, the fraction of the `2 ^ N` Ising
configurations with spin sum at least `N m` is at most `exp (-N I(m))`. -/
theorem tail_le_exp_rate (N : ℕ) {m : ℝ} (h₀ : 0 ≤ m) (h₁ : m ≤ 1) :
    tailFraction N m ≤ Real.exp (-(N * rate m)) := by
  rcases h₁.eq_or_lt with rfl | h₂
  · exact (tail_aligned N).le
  · -- use the field that produces the magnetisation `m`
    have hlog : Real.log (1 - m) ≤ Real.log (1 + m) :=
      Real.log_le_log (by linarith) (by linarith)
    have bound := tail_le_of_field N m
      (h := (Real.log (1 + m) - Real.log (1 - m)) / 2) (by linarith)
    have e := rate_tanh ((Real.log (1 + m) - Real.log (1 - m)) / 2)
    rw [tanh_field (by linarith) h₂] at e
    rwa [← e] at bound

/-- Gaussian bound: for `m ≥ 0`, the fraction of configurations with spin sum at least `N m`
is at most `exp (-N m² / 2)`. -/
theorem tail_le_gaussian (N : ℕ) {m : ℝ} (h₀ : 0 ≤ m) :
    tailFraction N m ≤ Real.exp (-(N * (m ^ 2 / 2))) := by
  have hl : Real.log (Real.cosh m) ≤ m ^ 2 / 2 :=
    (Real.log_le_log (Real.cosh_pos m) (Real.cosh_le_exp_half_sq m)).trans_eq (Real.log_exp _)
  -- the field `h = m` is already good enough
  refine (tail_le_of_field N m h₀).trans (Real.exp_le_exp.mpr (neg_le_neg ?_))
  exact mul_le_mul_of_nonneg_left (by nlinarith) (Nat.cast_nonneg N)

end

end IsingRateFunction
```

```lean
#print axioms IsingRateFunction.rate_isGreatest
#print axioms IsingRateFunction.tail_le_exp_rate
#print axioms IsingRateFunction.tail_le_gaussian
```

```
'IsingRateFunction.rate_isGreatest' depends on axioms: [propext, Classical.choice, Quot.sound]
'IsingRateFunction.tail_le_exp_rate' depends on axioms: [propext, Classical.choice, Quot.sound]
'IsingRateFunction.tail_le_gaussian' depends on axioms: [propext, Classical.choice, Quot.sound]
```

## Counts of configurations, not thermal probabilities

A configuration is a function `σ : Fin N → Bool`, and `spin` turns `true` into $+1$ and `false` into $-1$. A code that stores spins as $\pm\tfrac12$ has to double its sum first. `spinSum` is $M$, and `tailFraction N m` is $F_N(m)$: the number of configurations that meet the threshold, divided by $2^N$. `rate` is the explicit formula for $I$, so its relation to the Legendre transform is a theorem and not a definition.

The guarantees are as follows.

- `tail_le_exp_rate` states the entropy bound for every natural number $N$ and every real $m$ with $0\le m\le1$. For $N=0$ both sides are 1.
- `tail_aligned` states the equality at $m=1$.
- `rate_isGreatest` states, for $-1<m<1$, that `rate m` is one of the values $hm-\log\cosh h$ and that no real $h$ gives a larger one.
- `tail_le_gaussian` states the Gaussian bound for every $m\ge0$.

The step from these theorems to a simulation is the sampler. If each configuration is drawn with probability $2^{-N}$, the fraction $F_N(m)$ is the probability of meeting the threshold, but no hypothesis speaks about a random number generator. For interacting spins at finite temperature, the thermal probability of a large magnetisation can be far above the bound, as in a ferromagnet at low temperature.

The bound is also one-sided. A full large-deviation principle would add that the fraction decays no faster than $e^{-NI(m)}$ to leading exponential order, and no such lower bound is proved here for $0\le m<1$. The sign of $m$ matters too: at $m=-1$ every configuration qualifies, while $e^{-NI(-1)}=2^{-N}$ is below 1 as soon as $N\ge1$.

## The lemmas behind the bound

`partition_function` writes $2\cosh h$ as a sum over one spin. `Fintype.sum_pow` then expands the $N$th power into a sum over configurations, and `Real.exp_sum` identifies each product of one-spin weights with $e^{hM}$.

`tail_le_of_field` is the bound for each field. Its intermediate claim `key` is the inequality before division by $2^N$. `Finset.sum_le_sum` replaces $e^{hNm}$ by the true weight of each counted configuration, which is where $h\ge0$ enters, and `Finset.sum_le_sum_of_subset_of_nonneg` adds the weights of the others. The equation `e` rewrites the exponential as $(\cosh h)^N/e^{hNm}$.

`one_add_tanh` supplies $1+\tanh h=e^h/\cosh h$. Used at $-h$, it also gives the formula for $1-\tanh h$. `rate_tanh` takes the logarithms and finds $I(\tanh h)=h\tanh h-\log\cosh h$.

`field_lt_rate` contains the two logarithmic inequalities. They appear as `hu` (strict) and `hv`, are multiplied by $1+m$ and $1-m$ to become `hu'` and `hv'`, and are added by `linarith`.

`tanh_field` verifies the matching field in a form without quotients. From $e^he^h(1-m)=1+m$ and $e^he^{-h}=1$, `linear_combination` derives $\sinh h=m\cosh h$.

`rate_isGreatest` joins these results. The matching field shows that the value is attained. For the upper bound the proof separates fields with $\tanh h=m$, where equality holds, from all others, where `field_lt_rate` applies.

`tail_le_exp_rate` treats $m=1$ through `tail_aligned`. For $m<1$ it inserts the matching field into `tail_le_of_field` and rewrites the exponent with `rate_tanh` and `tanh_field`. It needs only the value at that field; that no other field would give a smaller bound is the content of `rate_isGreatest`.

`tail_le_gaussian` uses the field $h=m$ and Mathlib's inequality `Real.cosh_le_exp_half_sq`. This field is available for every $m\ge0$, so the proof uses no upper limit on $m$.
